# The characteristic polynomial of the complex RPA matrix is a real polynomial in $t^2$ for Hermitian $A$ and symmetric $B$

The linear-response problem for $n$ particle–hole pairs has a matrix of size $2n$, hence $2n$ eigenvalues counted with multiplicity, but excitation energies are reported from only $n$ of them. The other $n$ are left out as the negatives of these. This step needs a reason, and the reason should also cover complex matrices, which can arise from complex orbitals, for instance in a magnetic field. The step is sound when the matrix has the form

$$H=\begin{pmatrix}A&B\\-\bar B&-\bar A\end{pmatrix},\qquad A^\dagger=A,\quad B^T=B,$$

where the bar is entrywise complex conjugation. Here $A$ couples excitations among themselves and $B$ couples excitations to de-excitations. The claim is that there is exactly one real polynomial $q$, monic of degree $n$, with

$$p(t):=\det(t\,1-H)=q(t^2).$$

The eigenvalues therefore occur in pairs $\pm\omega$, with equal algebraic multiplicities, and the squares $\omega^2$ are the roots of a real polynomial. This applies to RPA, to TDDFT with an adiabatic kernel and to the Bethe–Salpeter equation with static screening, each in a finite orthonormal basis.

## Block exchange, the metric and the even coefficients

Write $p_M(t)=\det(t\,1-M)$, so that $p=p_H$, and let $\bar p$ be $p$ with conjugated coefficients. Then $\bar p=p_{\bar H}$.

**Sign reversal.** For any $M$ of size $2n$,
$$p_{-M}(t)=\det(t\,1+M)=(-1)^{2n}\det(-t\,1-M)=p_M(-t).$$

**Block exchange.** Let $S=\begin{pmatrix}0&1\\1&0\end{pmatrix}$, so $S^2=1$. Then
$$S\bar HS=S\begin{pmatrix}\bar A&\bar B\\-B&-A\end{pmatrix}S=\begin{pmatrix}-A&-B\\\bar B&\bar A\end{pmatrix}=-H.$$
Similar matrices have the same characteristic polynomial, so $\bar p(t)=p_{-H}(t)=p(-t)$. No property of $A$ or $B$ was used.

**Metric.** Let $G=\begin{pmatrix}1&0\\0&-1\end{pmatrix}$, so $G^2=1$. Since $\bar A^T=A$, $A^T=\bar A$ and $B^T=B$,
$$GHG=\begin{pmatrix}A&-B\\\bar B&-\bar A\end{pmatrix}=\bar H^T.$$
Transposition leaves the characteristic polynomial unchanged, so $p=p_{\bar H}=\bar p$, and the coefficients are real.

**Collection.** Write $p(t)=\sum_k c_kt^k$. The two symmetries together give $p(-t)=p(t)$, so $c_k=0$ for odd $k$. Hence
$$q(x)=\sum_{k=0}^{n}c_{2k}\,x^k$$
satisfies $p(t)=q(t^2)$. It is monic of degree $n$ because $c_{2n}=1$, and it is unique because its coefficients are read off from $p$.

The block exchange alone does not give pairs $\pm\omega$. It pairs $\omega$ with $-\bar\omega$. Take $n=1$, $A=i$ and $B=0$, which is not a physical response matrix because $A$ is not Hermitian. Both eigenvalues equal $i$, and $-i$ is not an eigenvalue. The metric step, which uses both $A$ Hermitian and $B$ symmetric, supplies the missing half.

A neighbouring case, not included in the Lean development, has $A$ Hermitian and $B$ antisymmetric, as in the fermionic Bogoliubov–de Gennes matrix. Then $H$ is itself Hermitian, so $p$ is real without the metric, and the block exchange again gives $p(t)=q(t^2)$.

## The response matrix over an arbitrary finite index set

The index type `n` labels the particle–hole pairs, and its number of elements, `Fintype.card n`, is the $n$ of the formulas above.

```lean
import Mathlib

open Matrix Polynomial

namespace RPACharacteristicPolynomial

noncomputable section

variable {n : Type*} [Fintype n] [DecidableEq n]
```

The doubled space is indexed by `n ⊕ n`, excitations first and de-excitations second. Conjugation is `starRingEnd ℂ`, applied entry by entry through `map`, with no transposition. The minus signs of the lower row are part of the matrix, so this is an ordinary eigenvalue problem with the metric already absorbed.

```lean
/-- The linear-response matrix `[[A, B], [-conj B, -conj A]]` acting on excitation and
de-excitation amplitudes. -/
def rpaMatrix (A B : Matrix n n ℂ) : Matrix (n ⊕ n) (n ⊕ n) ℂ :=
  fromBlocks A B (-(B.map (starRingEnd ℂ))) (-(A.map (starRingEnd ℂ)))
```

## Two symmetries of the coefficients

Mathlib's `charpoly` is the polynomial $\det(X\,1-M)$, and `.comp (-X)` substitutes $-t$ for $t$. The proof of the sign reversal evaluates both sides at an arbitrary `t`. The factor from `Matrix.det_neg` is $-1$ to the power of the doubled dimension, which is 1.

```lean
/-- In the doubled space, reversing the sign of a matrix reverses the sign of the frequency
variable in its characteristic polynomial. -/
theorem charpoly_neg_doubled (M : Matrix (n ⊕ n) (n ⊕ n) ℂ) :
    (-M).charpoly = M.charpoly.comp (-X) := by
  apply Polynomial.funext
  intro t
  rw [eval_comp, Matrix.eval_charpoly, Matrix.eval_charpoly]
  have h : Matrix.scalar (n ⊕ n) t - -M
      = -(Matrix.scalar (n ⊕ n) (eval t (-X)) - M) := by
    simp only [eval_neg, eval_X, map_neg]
    abel
  -- the doubled dimension is even, so the overall sign drops out
  rw [h, Matrix.det_neg, Fintype.card_sum, ← two_mul, pow_mul]
  simp
```

The next theorem is the block exchange, stated for arbitrary `A` and `B`. On a polynomial, `map (starRingEnd ℂ)` conjugates the coefficients. The step `h` is the identity $S\bar HS=-H$. In place of a similarity argument, the proof uses `Matrix.charpoly_mul_comm`, by which $MN$ and $NM$ have the same characteristic polynomial for square matrices $M$ and $N$ of equal size: $S(\bar HS)$ becomes $(\bar HS)S=\bar H$.

```lean
/-- For arbitrary blocks `A` and `B`, conjugating the coefficients of the characteristic
polynomial of the response matrix is the same as replacing `t` by `-t`. -/
theorem charpoly_conj_eq_comp_neg (A B : Matrix n n ℂ) :
    (rpaMatrix A B).charpoly.map (starRingEnd ℂ) = (rpaMatrix A B).charpoly.comp (-X) := by
  have hc : ∀ M : Matrix n n ℂ,
      (-(M.map (starRingEnd ℂ))).map (starRingEnd ℂ) = -M := by
    intro M
    ext i j
    simp
  -- exchange of excitations and de-excitations
  let S : Matrix (n ⊕ n) (n ⊕ n) ℂ := fromBlocks 0 1 1 0
  have hS : S * S = 1 := by simp [S, fromBlocks_multiply]
  have h : S * ((rpaMatrix A B).map (starRingEnd ℂ) * S) = -rpaMatrix A B := by
    rw [rpaMatrix, fromBlocks_map, hc, hc]
    simp [S, fromBlocks_multiply, fromBlocks_neg]
  rw [← charpoly_neg_doubled, ← h, Matrix.charpoly_mul_comm, Matrix.mul_assoc, hS,
    Matrix.mul_one, Matrix.charpoly_map]
```

The hypotheses now enter. `A.IsHermitian` expresses the hermiticity of the effective Hamiltonian among excitations. `B.IsSymm` expresses that the coupling is unchanged when its two particle–hole pairs are exchanged. Both are assumed here and not derived from an interaction. The auxiliary statements `hA1`, `hA2` and `hB1` are the transposition rules used by hand, and `h` is $GHG=\bar H^T$.

```lean
/-- For Hermitian `A` and symmetric `B`, the characteristic polynomial of the response matrix
is unchanged by complex conjugation of its coefficients. -/
theorem charpoly_conj_eq_self {A B : Matrix n n ℂ} (hA : A.IsHermitian) (hB : B.IsSymm) :
    (rpaMatrix A B).charpoly.map (starRingEnd ℂ) = (rpaMatrix A B).charpoly := by
  have hc : ∀ M : Matrix n n ℂ,
      (-(M.map (starRingEnd ℂ))).map (starRingEnd ℂ) = -M := by
    intro M
    ext i j
    simp
  have hA1 : (A.map (starRingEnd ℂ))ᵀ = A := by
    ext i j
    exact hA.apply i j
  have hA2 : Aᵀ = A.map (starRingEnd ℂ) := by
    ext i j
    exact (hA.apply j i).symm
  have hB1 : (B.map (starRingEnd ℂ))ᵀ = B.map (starRingEnd ℂ) := by
    rw [← Matrix.transpose_map, hB.eq]
  -- the indefinite metric of the response problem
  let G : Matrix (n ⊕ n) (n ⊕ n) ℂ := fromBlocks 1 0 0 (-1)
  have hG : G * G = 1 := by simp [G, fromBlocks_multiply]
  have h : G * (rpaMatrix A B * G) = ((rpaMatrix A B).map (starRingEnd ℂ))ᵀ := by
    rw [rpaMatrix, fromBlocks_map, hc, hc, fromBlocks_transpose, transpose_neg,
      transpose_neg, hA1, hA2, hB1, hB.eq]
    simp [G, fromBlocks_multiply]
  rw [← Matrix.charpoly_map, ← Matrix.charpoly_transpose, ← h, Matrix.charpoly_mul_comm,
    Matrix.mul_assoc, hG, Matrix.mul_one]
```

## The real polynomial $q$

In the main theorem, `∃!` says that exactly one `q` has the listed properties. Its type `ℝ[X]` makes the coefficients real, and `q.map Complex.ofRealHom` regards it as a complex polynomial so that it can be compared with the characteristic polynomial.

The theorem does not say that the roots of `q` are positive, or even real. An unstable reference state can give imaginary frequencies, for which $\omega^2$ is negative, or frequencies with both a real and an imaginary part, for which $\omega^2$ is not real. These also come in pairs $\pm\omega$. Nor does it say that the matrix can be diagonalised.

The proof combines the two symmetries into `heven` and then forgets the matrix, keeping only a polynomial `p` with its degree, leading coefficient and symmetries. `hre` says that each coefficient equals its real part, and `hodd` that the odd ones vanish. The sum defining `q` is the one written above, and `hpq` compares coefficients using `expand`, Mathlib's operation for replacing $X$ by $X^2$. Uniqueness follows because both this replacement and the passage from real to complex coefficients are injective.

```lean
/-- For Hermitian `A` and symmetric `B`, the characteristic polynomial of the complex response
matrix is `q(t²)` for exactly one real polynomial `q`, monic of degree the size of `A`. -/
theorem charpoly_eq_real_poly_in_square {A B : Matrix n n ℂ}
    (hA : A.IsHermitian) (hB : B.IsSymm) :
    ∃! q : ℝ[X], q.Monic ∧ q.natDegree = Fintype.card n ∧
      (rpaMatrix A B).charpoly = (q.map Complex.ofRealHom).comp (X ^ 2) := by
  have hreal := charpoly_conj_eq_self hA hB
  have heven := (charpoly_conj_eq_comp_neg A B).symm.trans hreal
  have hdeg : (rpaMatrix A B).charpoly.natDegree = 2 * Fintype.card n := by
    rw [Matrix.charpoly_natDegree_eq_dim, Fintype.card_sum, two_mul]
  have hlead := (Matrix.charpoly_monic (rpaMatrix A B)).coeff_natDegree
  rw [hdeg] at hlead
  generalize (rpaMatrix A B).charpoly = p at *
  have hre : ∀ k, ((p.coeff k).re : ℂ) = p.coeff k := by
    intro k
    have h := congrArg (fun f => Polynomial.coeff f k) hreal
    simp only [coeff_map] at h
    exact Complex.conj_eq_iff_re.mp h
  have hodd : ∀ k, Odd k → p.coeff k = 0 := by
    intro k hk
    have hX : (-X : ℂ[X]) = C (-1) * X := by simp
    have h := congrArg (fun f => Polynomial.coeff f k) heven
    simp only [hX, comp_C_mul_X_coeff, hk.neg_one_pow] at h
    linear_combination (-1 / 2 : ℂ) * h
  -- collect the even coefficients
  let q : ℝ[X] := ∑ k ∈ Finset.range (Fintype.card n + 1), C (p.coeff (2 * k)).re * X ^ k
  have hq : ∀ k, q.coeff k = (p.coeff (2 * k)).re := by
    intro k
    simp only [q, Polynomial.finsetSum_coeff, coeff_C_mul_X_pow, Finset.sum_ite_eq, Finset.mem_range]
    split_ifs with hk
    · rfl
    · rw [coeff_eq_zero_of_natDegree_lt (by omega), Complex.zero_re]
  have hpq : p = (q.map Complex.ofRealHom).comp (X ^ 2) := by
    rw [← expand_eq_comp_X_pow]
    ext k
    rw [coeff_expand (by norm_num)]
    split_ifs with hk
    · rw [coeff_map, hq, Nat.mul_div_cancel' hk]
      exact (hre k).symm
    · exact hodd k (Nat.not_even_iff_odd.mp (fun h => hk h.two_dvd))
  have hqdeg : q.natDegree = Fintype.card n := by
    have h := hdeg
    rw [hpq, ← expand_eq_comp_X_pow, natDegree_expand, natDegree_map] at h
    omega
  refine ⟨q, ⟨?_, hqdeg, hpq⟩, ?_⟩
  · apply monic_of_natDegree_le_of_coeff_eq_one (Fintype.card n) hqdeg.le
    rw [hq, hlead, Complex.one_re]
  · rintro r ⟨-, -, hr⟩
    apply map_injective Complex.ofRealHom Complex.ofRealHom.injective
    apply expand_injective (n := 2) (by norm_num)
    rw [expand_eq_comp_X_pow, expand_eq_comp_X_pow, ← hr, ← hpq]
```

## Real blocks and the half-size problem

For real $A$ and $B$, the polynomial can be written down. Let $U=\begin{pmatrix}1&1\\1&-1\end{pmatrix}$, which passes to sums and differences of the two amplitudes. Since $U^2=2\cdot 1$,
$$\tfrac12\,UHU=\begin{pmatrix}0&A-B\\A+B&0\end{pmatrix}$$
has the same characteristic polynomial as $H$. For a matrix with off-diagonal blocks $P$ and $Q$,
$$\begin{pmatrix}t&-P\\-Q&t\end{pmatrix}\begin{pmatrix}t&0\\Q&1\end{pmatrix}=\begin{pmatrix}t^2-PQ&-P\\0&t\end{pmatrix}.$$
Taking determinants gives
$$\det\begin{pmatrix}t&-P\\-Q&t\end{pmatrix}t^n=\det(t^2-PQ)\,t^n.$$
The factor $t^n$ cancels as a polynomial, so $t=0$ needs no separate treatment.

The Lean proof begins with this cancellation, through `mul_right_cancel₀`. The matrix product is `hm`, and its determinant is `hd`.

```lean
/-- A matrix that only couples two equal-sized blocks through `P` and `Q` has as characteristic
polynomial that of the product `P Q`, taken at `t²`. -/
theorem charpoly_offDiagonal (P Q : Matrix n n ℂ) :
    (fromBlocks 0 P Q 0).charpoly = (P * Q).charpoly.comp (X ^ 2) := by
  apply mul_right_cancel₀ (pow_ne_zero (Fintype.card n) (X_ne_zero (R := ℂ)))
  apply Polynomial.funext
  intro t
  have hs : ∀ s : ℂ, Matrix.scalar n s = s • (1 : Matrix n n ℂ) := by
    intro s
    ext i j
    simp [Matrix.scalar_apply, Matrix.diagonal_apply, Matrix.one_apply]
  have hb : Matrix.scalar (n ⊕ n) t - fromBlocks 0 P Q 0
      = fromBlocks (t • (1 : Matrix n n ℂ)) (-P) (-Q) (t • (1 : Matrix n n ℂ)) := by
    ext (i | i) (j | j) <;>
      simp [Matrix.scalar_apply, Matrix.diagonal_apply, Matrix.one_apply]
  -- block elimination without dividing by `t`
  have hm : fromBlocks (t • (1 : Matrix n n ℂ)) (-P) (-Q) (t • (1 : Matrix n n ℂ))
        * fromBlocks (t • (1 : Matrix n n ℂ)) 0 Q 1
      = fromBlocks (t ^ 2 • (1 : Matrix n n ℂ) - P * Q) (-P) 0 (t • (1 : Matrix n n ℂ)) := by
    rw [fromBlocks_multiply]
    congr 1 <;> simp [smul_smul, pow_two, sub_eq_add_neg]
  have hd := congrArg Matrix.det hm
  rw [Matrix.det_mul, det_fromBlocks_zero₁₂, det_fromBlocks_zero₂₁] at hd
  simp only [Matrix.det_smul, Matrix.det_one, mul_one] at hd
  simp only [eval_mul, eval_comp, eval_pow, eval_X, Matrix.eval_charpoly]
  rw [hb, hs]
  exact hd
```

The theorem for real blocks holds for all real `A` and `B`, symmetric or not. When both are symmetric, the uniqueness of $q$ identifies it as the characteristic polynomial of $(A-B)(A+B)$. The eigenvalues of this half-size matrix are then the squared frequencies $\omega^2$. The change of amplitudes is the step `h`, and `Matrix.charpoly_mul_comm` again removes the outer factors.

```lean
/-- For real blocks `A` and `B`, the characteristic polynomial of the response matrix is that of
the half-size matrix `(A - B)(A + B)`, taken at `t²`. -/
theorem charpoly_real_blocks (A B : Matrix n n ℝ) :
    (rpaMatrix (A.map Complex.ofRealHom) (B.map Complex.ofRealHom)).charpoly
      = (((A - B) * (A + B)).charpoly.map Complex.ofRealHom).comp (X ^ 2) := by
  have hc : ∀ M : Matrix n n ℝ,
      (M.map Complex.ofRealHom).map (starRingEnd ℂ) = M.map Complex.ofRealHom := by
    intro M
    ext i j
    simp
  have hm : ((A - B) * (A + B)).map Complex.ofRealHom
      = (A.map Complex.ofRealHom - B.map Complex.ofRealHom)
        * (A.map Complex.ofRealHom + B.map Complex.ofRealHom) := by
    rw [Matrix.map_mul]
    congr 1 <;> ext i j <;> simp
  rw [← Matrix.charpoly_map, hm, ← charpoly_offDiagonal, rpaMatrix, hc, hc]
  generalize A.map Complex.ofRealHom = a
  generalize B.map Complex.ofRealHom = b
  -- pass to sums and differences of the two amplitudes
  let U : Matrix (n ⊕ n) (n ⊕ n) ℂ := fromBlocks 1 1 1 (-1)
  have hU : U * U = (2 : ℂ) • 1 := by
    rw [← fromBlocks_one, fromBlocks_smul, fromBlocks_multiply]
    congr 1 <;> simp [two_smul]
  have h : ((1 / 2 : ℂ) • U) * (fromBlocks a b (-b) (-a) * U)
      = fromBlocks 0 (a - b) (a + b) 0 := by
    rw [Matrix.smul_mul, fromBlocks_multiply, fromBlocks_multiply, fromBlocks_smul]
    congr 1 <;> simp only [Matrix.one_mul, Matrix.mul_one, Matrix.mul_neg, Matrix.neg_mul] <;>
      module
  rw [← h, Matrix.charpoly_mul_comm, Matrix.mul_assoc, Matrix.mul_smul, hU, smul_smul]
  norm_num
```

## One mode with complex coupling

For $n=1$, with complex numbers $a$ and $b$ as the two blocks,
$$p(t)=(t-a)(t+\bar a)+|b|^2=t^2-2i\,\mathrm{Im}(a)\,t-(|a|^2-|b|^2).$$
If $a$ is real, the linear term vanishes and $q(x)=x-(a^2-|b|^2)$, whatever the phase of $b$. The frequencies are real when $|b|\le|a|$ and imaginary otherwise. If $a$ is not real, the linear term survives and $p$ is not a polynomial in $t^2$.

In Lean, `!![a]` is the one-by-one matrix with entry `a`, and `Complex.normSq` is the squared modulus. The equivalence `e` relabels the two basis states so that the formula for a two-by-two determinant applies. The last line uses $a-\bar a=2i\,\mathrm{Im}(a)$ together with $a\bar a=|a|^2$ and $b\bar b=|b|^2$.

```lean
/-- For one mode with complex entries `a` and `b`, the characteristic polynomial is
`t² - 2i Im(a) t - (|a|² - |b|²)`. -/
theorem charpoly_one_mode (a b : ℂ) :
    (rpaMatrix !![a] !![b]).charpoly
      = X ^ 2 - C (((2 * a.im : ℝ) : ℂ) * Complex.I) * X
        - C ((Complex.normSq a : ℂ) - (Complex.normSq b : ℂ)) := by
  obtain ⟨e, h0, h1⟩ : ∃ e : Fin 2 ≃ Fin 1 ⊕ Fin 1, e 0 = Sum.inl 0 ∧ e 1 = Sum.inr 0 :=
    ⟨(finSumFinEquiv (m := 1) (n := 1)).symm, rfl, rfl⟩
  apply Polynomial.funext
  intro t
  have hd : (Matrix.scalar (Fin 1 ⊕ Fin 1) t - rpaMatrix !![a] !![b]).det
      = (t - a) * (t + starRingEnd ℂ a) + b * starRingEnd ℂ b := by
    rw [← Matrix.det_submatrix_equiv_self e, Matrix.det_fin_two]
    simp [h0, h1, rpaMatrix, Matrix.scalar_apply]
  rw [Matrix.eval_charpoly, hd]
  simp only [eval_sub, eval_mul, eval_pow, eval_X, eval_C]
  linear_combination (-t) * Complex.sub_conj a - Complex.mul_conj a + Complex.mul_conj b

end

end RPACharacteristicPolynomial
```

```lean
#print axioms RPACharacteristicPolynomial.charpoly_eq_real_poly_in_square
#print axioms RPACharacteristicPolynomial.charpoly_real_blocks
#print axioms RPACharacteristicPolynomial.charpoly_one_mode
```

```
'RPACharacteristicPolynomial.charpoly_eq_real_poly_in_square' depends on axioms: [propext, Classical.choice, Quot.sound]
'RPACharacteristicPolynomial.charpoly_real_blocks' depends on axioms: [propext, Classical.choice, Quot.sound]
'RPACharacteristicPolynomial.charpoly_one_mode' depends on axioms: [propext, Classical.choice, Quot.sound]
```
